# Where the second difference is nonzero, a Steffensen step is two plain iterations minus an explicit correction

A self-consistency condition on a single real quantity can be written as a fixed-point equation F(x) = x, and the Steffensen step is an accelerated update for solving it. The lemma says that x − (F(x) − x)²/d equals F(F(x)) − (F(F(x)) − F(x))²/d, where d = F(F(x)) − 2F(x) + x is assumed nonzero. Here F is any real function; neither a fixed point nor convergence is assumed or proved. The attempt unfolds the definition, then relies on `field_simp` to clear the denominators and `ring` to check the remaining algebra.

Lean 4 with Mathlib refuses this proof:

```lean
import Mathlib

open Filter Topology

namespace SteffensenEq

noncomputable section

/-- The Steffensen step for the fixed-point equation `F x = x`, meaningful where the second
difference `F (F x) - 2 * F x + x` is nonzero. -/
def steffensen (F : ℝ → ℝ) (x : ℝ) : ℝ :=
  x - (F x - x) ^ 2 / (F (F x) - 2 * F x + x)

variable {F : ℝ → ℝ} {K p x : ℝ}

/-- Where the second difference is nonzero, the Steffensen step is two plain iterations plus
an explicit correction. -/
theorem steffensen_eq (hd : F (F x) - 2 * F x + x ≠ 0) :
    steffensen F x = F (F x) - (F (F x) - F x) ^ 2 / (F (F x) - 2 * F x + x) := by
  unfold steffensen
  field_simp
  ring

end

end SteffensenEq
```

Messages:

```
Try this:
  [apply] ring_nf
  
  The `ring` tactic failed to close the goal. Use `ring_nf` to obtain a normal form.
    
  Note that `ring` works primarily in *commutative* rings. If you have a noncommutative ring, abelian group or module, consider using `noncomm_ring`, `abel` or `module` instead.
Main.lean:19:80: error: unsolved goals
F : ℝ → ℝ
x : ℝ
hd : F (F x) - 2 * F x + x ≠ 0
⊢ x + x * F x * (x - F x * 2 + F (F x))⁻¹ * 2 - x ^ 2 * (x - F x * 2 + F (F x))⁻¹ -
      F x ^ 2 * (x - F x * 2 + F (F x))⁻¹ =
    F x * F (F x) * (x - F x * 2 + F (F x))⁻¹ * 2 - F x ^ 2 * (x - F x * 2 + F (F x))⁻¹ + F (F x) -
      F (F x) ^ 2 * (x - F x * 2 + F (F x))⁻¹
```

After these edits no error is left:

```diff
@@ -19,6 +19,10 @@
     steffensen F x = F (F x) - (F (F x) - F x) ^ 2 / (F (F x) - 2 * F x + x) := by
   unfold steffensen
-  field_simp
-  ring
+  -- the two fractions differ by a multiple of their common denominator
+  have h : (F x - x) ^ 2 / (F (F x) - 2 * F x + x) -
+      (F (F x) - F x) ^ 2 / (F (F x) - 2 * F x + x) = x - F (F x) := by
+    rw [← sub_div, div_eq_iff hd]
+    ring
+  linear_combination (-1) * h
 
 end
```

What went wrong. The error shows the goal left after `ring` fell back to `ring_nf`. It still contains the inverse of d, so `field_simp` had not cleared the denominators, although `hd` was in context; the messages do not show why. `ring` treats that inverse as an opaque quantity and does not use `hd`, so it cannot cancel d against it, and the identity depends on that cancellation. The suggested `ring_nf` would only leave the same goal.

The repair makes the cancellation explicit. In `h`, `← sub_div` joins the two fractions over d, and `div_eq_iff hd` uses the hypothesis to turn the quotient equation into a product equation. No division remains, and `ring` proves it. The goal is then `h` rearranged with its sign reversed, which `linear_combination (-1) * h` checks without any further cancellation of d. The added comment is only explanatory.
